# A trace bound on the number of bound states between two chiral reflection matrices

Compute the zero-energy reflection matrices of the two sides of an interface, in a common channel basis where chiral symmetry makes both Hermitian. Half the absolute value of the sum of their traces is then a lower bound on the number of independent zero-energy bound states, found without solving for the bound states themselves. This applies to non-interacting systems with chiral symmetry and finitely many channels, when zero energy lies in the gap of each side.

## Reflection matrices and bound amplitudes

Let $r_1,r_2$ be $N\times N$ complex matrices. Each is unitary, because a side with zero energy in its gap reflects everything and the channels are normalised to carry equal flux. Each is Hermitian, because of chiral symmetry, in a basis shared by the two sides where the chiral operator maps each channel to the one with the same label running the opposite way. Both properties are assumed here. Deriving them from a Hamiltonian, and matching amplitudes to normalisable wave functions, is the step left to the physics.

In Lean, `n` is the set of channel labels, and $N$ is `Fintype.card n`.

```lean
import Mathlib

open Matrix Module
open scoped ComplexOrder

namespace ChiralInterfaceModes

variable {n : Type*} [Fintype n] [DecidableEq n] {r r1 r2 : Matrix n n ℂ}
```

`IsChiralReflection` combines the two assumptions.

```lean
/-- A chiral reflection matrix: it is both Hermitian and unitary. -/
def IsChiralReflection (r : Matrix n n ℂ) : Prop :=
  r.IsHermitian ∧ r ∈ Matrix.unitaryGroup n ℂ
```

Write $E_s(r)$ for `sector r s`, the eigenspace of $r$ with eigenvalue $s$.

```lean
/-- The channel vectors that the reflection matrix `r` multiplies by `s`. -/
def sector (r : Matrix n n ℂ) (s : ℂ) : Submodule ℂ (n → ℂ) :=
  Module.End.eigenspace (Matrix.toLin' r) s
```

Write $S_s=E_s(r_1)\cap E_s(r_2)$ for `shared r1 r2 s`, and $d_\pm=\dim S_{\pm1}$. Lean writes dimensions as `finrank`.

```lean
/-- The channel vectors that both reflection matrices multiply by the same `s`. -/
def shared (r1 r2 : Matrix n n ℂ) (s : ℂ) : Submodule ℂ (n → ℂ) :=
  sector r1 s ⊓ sector r2 s
```

The bound-state space $B$ contains the amplitudes with $r_1r_2v=v$. Any propagation phase between the sides is taken to be absorbed into the matrices.

```lean
/-- The bound states at the interface: amplitudes that return to themselves after one
reflection from each side, that is, the kernel of `r1 r2 - 1`. -/
def boundStates (r1 r2 : Matrix n n ℂ) : Submodule ℂ (n → ℂ) :=
  LinearMap.ker (Matrix.toLin' (r1 * r2 - 1))
```

## (a) Membership in a sector

Show that $v\in E_s(r)$ exactly when $rv=sv$.

The eigenspace is the kernel of $r-s$, and $(r-s)v=0$ is the stated equation.

```lean
lemma mem_sector {s : ℂ} {v : n → ℂ} : v ∈ sector r s ↔ r *ᵥ v = s • v := by
  rw [sector, Module.End.mem_eigenspace_iff, Matrix.toLin'_apply]
```

## (b) Reversing both signs

Show that the shared sector of $-r_1,-r_2$ at $s$ is $S_{-s}$.

For $i=1,2$, $-r_iv=sv$ is equivalent to $r_iv=-sv$.

```lean
lemma shared_neg (s : ℂ) : shared (-r1) (-r2) s = shared r1 r2 (-s) := by
  ext v
  simp only [shared, Submodule.mem_inf, mem_sector, Matrix.neg_mulVec, neg_smul,
    neg_eq_iff_eq_neg]
```

## (c) Reflecting twice

Show that $r^2=1$ for a chiral reflection matrix.

Unitarity gives $rr^\dagger=1$, and Hermiticity gives $r^\dagger=r$.

```lean
/-- A chiral reflection matrix squares to one. -/
theorem IsChiralReflection.sq (h : IsChiralReflection r) : r * r = 1 := by
  have h2 := Matrix.mem_unitaryGroup_iff.mp h.2
  rwa [Matrix.star_eq_conjTranspose, h.1.eq] at h2
```

## (d) The negative matrix

Show that $-r$ is again a chiral reflection matrix.

We have $(-r)^\dagger=-r$ and $(-r)(-r)^\dagger=rr^\dagger=1$.

```lean
lemma IsChiralReflection.neg (h : IsChiralReflection r) : IsChiralReflection (-r) := by
  refine ⟨h.1.neg, Matrix.mem_unitaryGroup_iff.mpr ?_⟩
  rw [star_neg, neg_mul_neg]
  exact Matrix.mem_unitaryGroup_iff.mp h.2
```

## (e) Counting one sector by a trace

Show that $2\dim E_1(r)=N+\operatorname{tr}r$.

Let $P=(1+r)/2$. By (c), $rP=(r+r^2)/2=P$, so $Pv\in E_1(r)$ for every $v$. If $rv=v$, then $Pv=v$. These two facts, `hp` in the code, make $P$ a projection onto $E_1(r)$. Its trace is its rank, so $\dim E_1(r)=(N+\operatorname{tr}r)/2$.

```lean
/-- For a chiral reflection matrix, twice the dimension of the space of vectors reflected with sign
`+1` is the number of channels plus the trace. -/
theorem two_mul_finrank_sector (h : IsChiralReflection r) :
    2 * (finrank ℂ (sector r 1) : ℂ) = Fintype.card n + r.trace := by
  -- (1 + r)/2 projects onto the sector, and the trace of a projection is its rank
  have e : r * ((1 / 2 : ℂ) • (1 + r)) = (1 / 2 : ℂ) • (1 + r) := by
    rw [mul_smul_comm, mul_add, mul_one, h.sq, add_comm r 1]
  have hp : LinearMap.IsProj (sector r 1) (Matrix.toLin' ((1 / 2 : ℂ) • (1 + r))) := by
    constructor
    · intro v
      rw [mem_sector, Matrix.toLin'_apply, Matrix.mulVec_mulVec, e, one_smul]
    · intro v hv
      rw [mem_sector, one_smul] at hv
      rw [map_smul, map_add, LinearMap.smul_apply, LinearMap.add_apply,
        Matrix.toLin'_one, Matrix.toLin'_apply, hv, LinearMap.id_apply]
      module
  have ht := hp.trace
  rw [LinearMap.trace_eq_matrix_trace ℂ (Pi.basisFun ℂ n),
    LinearMap.toMatrix_eq_toMatrix', LinearMap.toMatrix'_toLin'] at ht
  rw [← ht, Matrix.trace_smul, Matrix.trace_add, Matrix.trace_one, smul_eq_mul]
  ring
```

## (f) Opposite signs are orthogonal

For $a\in E_1(r)$ and $w\in E_{-1}(r)$, show that $w^\dagger a=0$.

Hermiticity gives $w^\dagger a=w^\dagger(ra)=(rw)^\dagger a=-w^\dagger a$.

```lean
lemma sector_orthogonal (h : IsChiralReflection r) {a w : n → ℂ}
    (ha : a ∈ sector r 1) (hw : w ∈ sector r (-1)) : star w ⬝ᵥ a = 0 := by
  have key : star w ⬝ᵥ (r *ᵥ a) = star (r *ᵥ w) ⬝ᵥ a := by
    rw [Matrix.star_mulVec, h.1.eq, Matrix.dotProduct_mulVec]
  rw [mem_sector.mp ha, mem_sector.mp hw] at key
  simp only [one_smul, neg_smul, star_neg, neg_dotProduct] at key
  linear_combination key / 2
```

## (g) Separating the shared negative sector

Show that $(E_1(r_1)+E_1(r_2))\cap S_{-1}=\{0\}$.

Let $w=a+b$ lie in the intersection, with $a\in E_1(r_1)$ and $b\in E_1(r_2)$. Applying (f) to each matrix gives $w^\dagger w=w^\dagger a+w^\dagger b=0$, so $w=0$.

```lean
/-- For two chiral reflection matrices, a vector reflected with sign `-1` on both sides is
zero if it is a sum of vectors reflected with sign `+1` on one side or the other. -/
theorem disjoint_sectors (h1 : IsChiralReflection r1) (h2 : IsChiralReflection r2) :
    Disjoint (sector r1 1 ⊔ sector r2 1) (shared r1 r2 (-1)) := by
  rw [Submodule.disjoint_def]
  intro w hw hm
  obtain ⟨a, ha, b, hb, hab⟩ := Submodule.mem_sup.mp hw
  have h0 : star w ⬝ᵥ w = 0 := by
    calc star w ⬝ᵥ w = star w ⬝ᵥ (a + b) := by rw [hab]
      _ = 0 := by
        rw [dotProduct_add, sector_orthogonal h1 ha hm.1,
          sector_orthogonal h2 hb hm.2, add_zero]
  exact dotProduct_star_self_eq_zero.mp h0
```

## (h) A dimension inequality

With $p_i=\dim E_1(r_i)$, show that $p_1+p_2+d_-\le N+d_+$.

The sum $E_1(r_1)+E_1(r_2)$ has dimension $p_1+p_2-d_+$. By (g), this plus $d_-$ is at most $N$; `omega` combines the two relations.

```lean
lemma sector_count (h1 : IsChiralReflection r1) (h2 : IsChiralReflection r2) :
    finrank ℂ (sector r1 1) + finrank ℂ (sector r2 1) + finrank ℂ (shared r1 r2 (-1))
      ≤ Fintype.card n + finrank ℂ (shared r1 r2 1) := by
  have a : finrank ℂ ↥(sector r1 1 ⊔ sector r2 1) + finrank ℂ (shared r1 r2 1)
      = finrank ℂ (sector r1 1) + finrank ℂ (sector r2 1) :=
    Submodule.finrank_sup_add_finrank_inf_eq _ _
  have b := Submodule.finrank_add_finrank_le_of_disjoint (disjoint_sectors h1 h2)
  rw [Module.finrank_fintype_fun_eq_card] at b
  omega
```

## (i) Counting bound states

Show that $\dim B=d_++d_-$.

Let $r_1r_2v=v$ and $u=r_2v$. Multiplying by $r_1$ gives $r_1v=u$, while $r_1u=v$ and $r_2u=v$. Hence
$$v=\tfrac12(v+u)+\tfrac12(v-u),\qquad r_i(v\pm u)=\pm(v\pm u),$$
so $v\in S_1+S_{-1}$. Conversely, for $a\in S_1$ and $b\in S_{-1}$, $r_1r_2(a+b)=r_1(a-b)=a+b$. Thus $B=S_1+S_{-1}$. The two spaces meet only in zero by (g), so their dimensions add.

```lean
/-- For two chiral reflection matrices, the dimension of the bound-state space is the dimension of
the space of vectors reflected with sign `+1` on both sides plus the dimension of the space of
vectors reflected with `-1` on both sides. -/
theorem finrank_boundStates (h1 : IsChiralReflection r1) (h2 : IsChiralReflection r2) :
    finrank ℂ (boundStates r1 r2)
      = finrank ℂ (shared r1 r2 1) + finrank ℂ (shared r1 r2 (-1)) := by
  have hs : boundStates r1 r2 = shared r1 r2 1 ⊔ shared r1 r2 (-1) := by
    ext v
    rw [boundStates, LinearMap.mem_ker, Matrix.toLin'_apply, Matrix.sub_mulVec,
      Matrix.one_mulVec, sub_eq_zero, ← Matrix.mulVec_mulVec]
    constructor
    · intro hv
      -- both sides reflect a bound state v into the same vector r2 v
      have e1 : r1 *ᵥ v = r2 *ᵥ v := by
        calc r1 *ᵥ v = r1 *ᵥ (r1 *ᵥ (r2 *ᵥ v)) := by rw [hv]
          _ = r2 *ᵥ v := by rw [Matrix.mulVec_mulVec, h1.sq, Matrix.one_mulVec]
      have e2 : r2 *ᵥ (r2 *ᵥ v) = v := by
        rw [Matrix.mulVec_mulVec, h2.sq, Matrix.one_mulVec]
      refine Submodule.mem_sup.mpr ⟨(1 / 2 : ℂ) • (v + r2 *ᵥ v), ⟨?_, ?_⟩,
        (1 / 2 : ℂ) • (v - r2 *ᵥ v), ⟨?_, ?_⟩, by module⟩
      all_goals
        refine mem_sector.mpr ?_
        simp only [Matrix.mulVec_smul, Matrix.mulVec_add, Matrix.mulVec_sub, hv, e1, e2]
        module
    · intro hv
      obtain ⟨a, ha, b, hb, rfl⟩ := Submodule.mem_sup.mp hv
      rw [Matrix.mulVec_add, mem_sector.mp ha.2, mem_sector.mp hb.2, Matrix.mulVec_add,
        Matrix.mulVec_smul, Matrix.mulVec_smul, mem_sector.mp ha.1, mem_sector.mp hb.1]
      module
  have hd : Disjoint (shared r1 r2 1) (shared r1 r2 (-1)) :=
    (disjoint_sectors h1 h2).mono_left (inf_le_left.trans le_sup_left)
  have hf := Submodule.finrank_sup_add_finrank_inf_eq (shared r1 r2 1) (shared r1 r2 (-1))
  rw [hd.eq_bot, finrank_bot, add_zero] at hf
  rw [hs, hf]
```

## (j) The index

Show that $(\operatorname{tr}r_1+\operatorname{tr}r_2)/2=d_+-d_-$.

Adding (e) for $r$ and $-r$ gives $\dim E_1(r)+\dim E_1(-r)=N$, which is `total`. By (d), (h) applies to $-r_1,-r_2$; by (b), this exchanges $d_+$ and $d_-$:
$$(N-p_1)+(N-p_2)+d_+\le N+d_-.$$
This is the reverse of (h), so $p_1+p_2-N=d_+-d_-$. By (e), the left side is half the sum of the traces.

```lean
/-- For two chiral reflection matrices, half the sum of the traces is the dimension of the space of
vectors reflected with sign `+1` on both sides minus the dimension of the space of vectors reflected
with `-1` on both sides. -/
theorem index_formula (h1 : IsChiralReflection r1) (h2 : IsChiralReflection r2) :
    (r1.trace + r2.trace) / 2
      = (finrank ℂ (shared r1 r2 1) : ℂ) - finrank ℂ (shared r1 r2 (-1)) := by
  have total : ∀ r : Matrix n n ℂ, IsChiralReflection r →
      finrank ℂ (sector r 1) + finrank ℂ (sector (-r) 1) = Fintype.card n := by
    intro r h
    have d := two_mul_finrank_sector h
    have d' := two_mul_finrank_sector h.neg
    rw [Matrix.trace_neg] at d'
    have e : (finrank ℂ (sector r 1) : ℂ) + finrank ℂ (sector (-r) 1)
        = Fintype.card n := by linear_combination (d + d') / 2
    exact_mod_cast e
  -- the count for (r1, r2) and the count for (-r1, -r2) bound the index from both sides
  have i1 := sector_count h1 h2
  have i2 := sector_count h1.neg h2.neg
  rw [shared_neg, shared_neg, neg_neg] at i2
  have t1 := total r1 h1
  have t2 := total r2 h2
  have e : finrank ℂ (sector r1 1) + finrank ℂ (sector r2 1)
      + finrank ℂ (shared r1 r2 (-1))
      = Fintype.card n + finrank ℂ (shared r1 r2 1) := by omega
  have e' : (finrank ℂ (sector r1 1) : ℂ) + finrank ℂ (sector r2 1)
      + finrank ℂ (shared r1 r2 (-1))
      = Fintype.card n + finrank ℂ (shared r1 r2 1) := by exact_mod_cast e
  linear_combination e' - two_mul_finrank_sector h1 / 2 - two_mul_finrank_sector h2 / 2
```

## (k) The size of the index

Show that $|\operatorname{tr}r_1+\operatorname{tr}r_2|/2=|d_+-d_-|$.

Take absolute values in (j). Lean uses the complex norm on the left and the real absolute value on the right.

```lean
lemma norm_index (h1 : IsChiralReflection r1) (h2 : IsChiralReflection r2) :
    ‖r1.trace + r2.trace‖ / 2
      = |(finrank ℂ (shared r1 r2 1) : ℝ) - finrank ℂ (shared r1 r2 (-1))| := by
  have e : r1.trace + r2.trace = ((2 * ((finrank ℂ (shared r1 r2 1) : ℝ)
      - finrank ℂ (shared r1 r2 (-1))) : ℝ) : ℂ) := by
    push_cast
    linear_combination 2 * index_formula h1 h2
  rw [e, Complex.norm_real, Real.norm_eq_abs, abs_mul, abs_two]
  ring
```

## (l) The lower bound

Show that $\dim B\ge|\operatorname{tr}r_1+\operatorname{tr}r_2|/2$.

Since $d_\pm\ge0$, $|d_+-d_-|\le d_++d_-$. Use (k) and (i).

```lean
/-- Two chiral reflection matrices bind at least `|tr r1 + tr r2| / 2` linearly independent
states at their interface. -/
theorem boundStates_lower_bound (h1 : IsChiralReflection r1) (h2 : IsChiralReflection r2) :
    ‖r1.trace + r2.trace‖ / 2 ≤ (finrank ℂ (boundStates r1 r2) : ℝ) := by
  rw [norm_index h1 h2, finrank_boundStates h1 h2, Nat.cast_add]
  have a : (0 : ℝ) ≤ finrank ℂ (shared r1 r2 1) := Nat.cast_nonneg _
  have b : (0 : ℝ) ≤ finrank ℂ (shared r1 r2 (-1)) := Nat.cast_nonneg _
  rw [abs_le]
  constructor <;> linarith
```

## (m) When the bound is attained

Show that equality holds in (l) exactly when $S_1=\{0\}$ or $S_{-1}=\{0\}$.

Equality means $|d_+-d_-|=d_++d_-$. If the absolute value is $d_+-d_-$, then $d_-=0$; if it is $d_--d_+$, then $d_+=0$. `abs_choice` makes this split. Conversely, if one dimension vanishes, both sides equal the other.

```lean
/-- For two chiral reflection matrices, the lower bound is attained exactly when no nonzero
vector is reflected with `+1` on both sides, or none with `-1` on both sides. -/
theorem lower_bound_attained_iff (h1 : IsChiralReflection r1) (h2 : IsChiralReflection r2) :
    ‖r1.trace + r2.trace‖ / 2 = (finrank ℂ (boundStates r1 r2) : ℝ)
      ↔ shared r1 r2 1 = ⊥ ∨ shared r1 r2 (-1) = ⊥ := by
  rw [norm_index h1 h2, finrank_boundStates h1 h2, Nat.cast_add]
  constructor
  · intro h
    rcases abs_choice ((finrank ℂ (shared r1 r2 1) : ℝ)
      - finrank ℂ (shared r1 r2 (-1))) with c | c
    · right
      have z : (finrank ℂ (shared r1 r2 (-1)) : ℝ) = 0 := by linarith
      exact Submodule.finrank_eq_zero.mp (by exact_mod_cast z)
    · left
      have z : (finrank ℂ (shared r1 r2 1) : ℝ) = 0 := by linarith
      exact Submodule.finrank_eq_zero.mp (by exact_mod_cast z)
  · rintro (h | h) <;> rw [h, finrank_bot] <;> simp

end ChiralInterfaceModes
```

```lean
#print axioms ChiralInterfaceModes.finrank_boundStates
-- 'ChiralInterfaceModes.finrank_boundStates' depends on axioms: [propext, Classical.choice, Quot.sound]
#print axioms ChiralInterfaceModes.boundStates_lower_bound
-- 'ChiralInterfaceModes.boundStates_lower_bound' depends on axioms: [propext, Classical.choice, Quot.sound]
#print axioms ChiralInterfaceModes.lower_bound_attained_iff
-- 'ChiralInterfaceModes.lower_bound_attained_iff' depends on axioms: [propext, Classical.choice, Quot.sound]
```

## One channel, then two

For $N=1$, each matrix is $\pm1$. Equal signs give one bound state and opposite signs give none, so the bound is always attained. For $N=2$ it need not be: $r_1=r_2=\operatorname{diag}(1,-1)$ has zero trace sum but two independent bound states.
